# Linear Thomas–Fermi screening in a film: the unique profile for fixed face potentials and its decay at the midplane

Take a metal film 0 ≤ x ≤ d with both faces held at potential A, and let the potential u obey u'' = κ²u with κ > 0. For A ≠ 0 the half-space solution A e^(−κx) has the wrong value at x = d. Adding the tails from the two faces gives A[e^(−κx) + e^(−κ(d−x))], which solves the equation but equals A(1 + e^(−κd)) on each face. A guessed cosh profile repairs the face values, but substituting it shows only that it is one solution. Until uniqueness is known, a statement about the middle of the film is a statement about the guess.

## The model and its Lean form

In jellium the ions form a uniform background. In the linearised Thomas–Fermi picture the induced charge density is local and proportional to the potential, ρ = −ε₀κ²u, with ε₀ the vacuum permittivity, and Poisson's equation u'' = −ρ/ε₀ becomes u'' = κ²u. Here u is measured from the level at which the jellium is neutral, with the chemical potential held fixed, so the interior may carry a net induced charge; with both faces at A ≠ 0 it does. The constant κ measures how strongly the electron gas responds, and 1/κ is the screening length. The face values stand for whatever external charges hold the surfaces at a given potential. The equation, κ and the face values are all assumed, not derived from the electron gas. Nonlinear or nonlocal response, quantised motion across the film and spill-out of electrons are absent. Within this linear, one-parameter, one-dimensional model, the results say how thick a slab must be for its centre to be screened from its faces, measured in screening lengths. This is not a criterion for slab thickness in realistic surface calculations, where the omitted effects, such as quantum-size effects and Friedel oscillations, can dominate.

```lean
import Mathlib

open Real Set Filter Topology

namespace FilmScreening

noncomputable section
```

`IsScreened κ d u` says that u is continuous on the closed interval `Icc 0 d` and that some function v satisfies u' = v and v' = κ²u on the open interval `Ioo 0 d`. No derivative is required at the faces. Although u is a function on all of ℝ, nothing constrains it outside [0, d], so uniqueness is stated as `EqOn`, equality on the film.

```lean
/-- `u` is continuous on the film `[0, d]`, twice differentiable inside it, and obeys the
screening equation `u'' = κ² u` there. -/
def IsScreened (κ d : ℝ) (u : ℝ → ℝ) : Prop :=
  ContinuousOn u (Icc 0 d) ∧
    ∃ v : ℝ → ℝ, ∀ x ∈ Ioo 0 d, HasDerivAt u (v x) x ∧ HasDerivAt v (κ ^ 2 * u x) x
```

`SolvesFilm κ d A B u` adds u(0) = A and u(d) = B.

```lean
/-- `u` is a screened potential in the film with face values `u 0 = A` and `u d = B`. -/
def SolvesFilm (κ d A B : ℝ) (u : ℝ → ℝ) : Prop :=
  IsScreened κ d u ∧ u 0 = A ∧ u d = B
```

Write s = x − d/2 for the signed distance from the midplane, C = cosh κs, S = sinh κs, and C₀ = cosh(κd/2), S₀ = sinh(κd/2). For amplitudes a and b, `mode` is aC + bS. The two candidate solutions are

    biasedProfile:  (A + B)/2 · C/C₀ + (B − A)/2 · S/S₀
    filmProfile:    A · C/C₀

```lean
/-- Superposition of the modes that are even and odd about the midplane `x = d/2`. -/
def mode (κ d a b x : ℝ) : ℝ :=
  a * cosh (κ * (x - d / 2)) + b * sinh (κ * (x - d / 2))

/-- Profile for face values `A` and `B`: the mean value times the normalised even mode plus
half the difference times the normalised odd mode. -/
def biasedProfile (κ d A B x : ℝ) : ℝ :=
  (A + B) / 2 * cosh (κ * (x - d / 2)) / cosh (κ * d / 2)
    + (B - A) / 2 * sinh (κ * (x - d / 2)) / sinh (κ * d / 2)

/-- The symmetric profile `A cosh(κ(x - d/2)) / cosh(κ d/2)`. -/
def filmProfile (κ d A x : ℝ) : ℝ :=
  A * cosh (κ * (x - d / 2)) / cosh (κ * d / 2)
```

## (a) Derivative of a mode

Show that the derivative of a mode is again a mode, for any real κ and d.

Since ds/dx = 1, C' = κS and S' = κC, so

    (aC + bS)' = (κb)C + (κa)S.

In Lean `hl` is the derivative of κs, the chain rule is applied through `hl.cosh` and `hl.sinh`, and `ring` reorders the terms.

```lean
/-- Differentiation exchanges the even and odd amplitudes and multiplies them by `κ`. -/
theorem hasDerivAt_mode (κ d a b x : ℝ) :
    HasDerivAt (mode κ d a b) (mode κ d (κ * b) (κ * a) x) x := by
  have hl : HasDerivAt (fun x : ℝ => κ * (x - d / 2)) κ x :=
    (((hasDerivAt_id' x).sub_const (d / 2)).const_mul κ).congr_deriv (mul_one κ)
  have h := (hl.cosh.const_mul a).fun_add (hl.sinh.const_mul b)
  exact h.congr_deriv (by unfold mode; ring)
```

## (b) The general solution

Let κ ≠ 0 and d > 0. Show that u is screened if and only if u = aC + bS on [0, d] for some a, b.

Suppose u' = v and v' = κ²u inside the film. Define the Wronskians

    P = Cv − κSu,    Q = κCu − Sv.

Their derivatives vanish:

    P' = κSv + κ²Cu − κ²Cu − κSv = 0
    Q' = κ²Su + κCv − κCv − κ²Su = 0.

So P = p and Q = q are constants on (0, d). The combination CQ + SP eliminates v:

    qC + pS = κu(C² − S²) = κu.

Dividing by κ gives u = (q/κ)C + (p/κ)S on (0, d). Both sides are continuous on [0, d], so the equality extends to the faces. Conversely, applying (a) twice gives (aC + bS)'' = κ²(aC + bS).

The local lemma `const` compares a function of zero derivative with its value at d/2, and `hp`, `hq` are its applications to P and Q. The elimination is `h4`, where `linear_combination` uses `cosh_sq`. The extension to the faces is `hin.of_subset_closure`. In the converse, u agrees with the mode near any interior point, so it has the same derivative there.

```lean
/-- General solution: the screened potentials in the film are exactly the superpositions of
the even and odd modes. -/
theorem isScreened_iff {κ d : ℝ} (hκ : κ ≠ 0) (hd : 0 < d) (u : ℝ → ℝ) :
    IsScreened κ d u ↔ ∃ a b, EqOn u (mode κ d a b) (Icc 0 d) := by
  have cont : ∀ a b, Continuous (mode κ d a b) := fun a b =>
    continuous_iff_continuousAt.2 fun x => (hasDerivAt_mode κ d a b x).continuousAt
  constructor
  · rintro ⟨hc, v, hv⟩
    have hl : ∀ x, HasDerivAt (fun x : ℝ => κ * (x - d / 2)) κ x := fun x =>
      (((hasDerivAt_id' x).sub_const (d / 2)).const_mul κ).congr_deriv (mul_one κ)
    -- zero derivative inside the film means constant inside the film
    have const : ∀ f : ℝ → ℝ, (∀ x ∈ Ioo 0 d, HasDerivAt f 0 x) →
        ∃ c, ∀ x ∈ Ioo 0 d, f x = c := by
      intro f hf
      have key : ∀ x ∈ Ioo 0 d, ∀ y ∈ Ioo 0 d, x ≤ y → f y = f x := fun x hx y hy hxy =>
        constant_of_has_deriv_right_zero (f := f) (a := x) (b := y)
          (fun z hz => (hf z ⟨lt_of_lt_of_le hx.1 hz.1,
            lt_of_le_of_lt hz.2 hy.2⟩).continuousAt.continuousWithinAt)
          (fun z hz => (hf z ⟨lt_of_lt_of_le hx.1 hz.1,
            lt_trans hz.2 hy.2⟩).hasDerivWithinAt) y ⟨hxy, le_rfl⟩
      have hm : d / 2 ∈ Ioo 0 d := ⟨by linarith, by linarith⟩
      refine ⟨f (d / 2), fun x hx => ?_⟩
      rcases le_total x (d / 2) with h | h
      · exact (key x hx _ hm h).symm
      · exact key _ hm x hx h
    -- the Wronskians with cosh and with sinh are conserved
    obtain ⟨p, hp⟩ := const
      (fun x => cosh (κ * (x - d / 2)) * v x - κ * (sinh (κ * (x - d / 2)) * u x))
      (fun x hx => (((hl x).cosh.fun_mul (hv x hx).2).fun_sub
        (((hl x).sinh.fun_mul (hv x hx).1).const_mul κ)).congr_deriv (by ring))
    obtain ⟨q, hq⟩ := const
      (fun x => κ * (cosh (κ * (x - d / 2)) * u x) - sinh (κ * (x - d / 2)) * v x)
      (fun x hx => ((((hl x).cosh.fun_mul (hv x hx).1).const_mul κ).fun_sub
        ((hl x).sinh.fun_mul (hv x hx).2)).congr_deriv (by ring))
    have hin : EqOn u (mode κ d (q / κ) (p / κ)) (Ioo 0 d) := by
      intro x hx
      have h1 : cosh (κ * (x - d / 2)) * v x - κ * (sinh (κ * (x - d / 2)) * u x) = p :=
        hp x hx
      have h2 : κ * (cosh (κ * (x - d / 2)) * u x) - sinh (κ * (x - d / 2)) * v x = q :=
        hq x hx
      have h3 := cosh_sq (κ * (x - d / 2))
      have h4 : κ * u x = q * cosh (κ * (x - d / 2)) + p * sinh (κ * (x - d / 2)) := by
        linear_combination cosh (κ * (x - d / 2)) * h2 + sinh (κ * (x - d / 2)) * h1
          - κ * u x * h3
      calc u x = κ⁻¹ * (κ * u x) := (inv_mul_cancel_left₀ hκ _).symm
        _ = _ := by rw [h4]; unfold mode; ring
    -- continuity carries the formula to the faces
    exact ⟨_, _, hin.of_subset_closure hc (cont _ _).continuousOn Ioo_subset_Icc_self
      (closure_Ioo hd.ne).ge⟩
  · rintro ⟨a, b, h⟩
    refine ⟨(cont a b).continuousOn.congr h, mode κ d (κ * b) (κ * a), fun x hx => ⟨?_, ?_⟩⟩
    · exact (hasDerivAt_mode κ d a b x).congr_of_eventuallyEq
        (h.eventuallyEq_of_mem (Icc_mem_nhds hx.1 hx.2))
    · exact (hasDerivAt_mode κ d _ _ x).congr_deriv
        (by rw [h (Ioo_subset_Icc_self hx)]; unfold mode; ring)
```

## (c) Unequal face values

Let κ, d > 0. Show that u solves the problem with u(0) = A, u(d) = B if and only if it equals the biased profile on [0, d].

By (b), u = aC + bS. At x = 0, s = −d/2, and at x = d, s = d/2. Since cosh is even and sinh is odd,

    A = aC₀ − bS₀,    B = aC₀ + bS₀.

Adding and subtracting,

    a = (A + B)/(2C₀),    b = (B − A)/(2S₀).

Here C₀ > 0 always, and S₀ > 0 because κd/2 > 0. Conversely these amplitudes return A and B at the faces.

The face values of a mode are `m0` and `m1`, `hb` rewrites the biased profile as a mode, and `ha`, `hb'` solve the two linear equations.

```lean
/-- With face values `A` and `B`, a function solves the film problem exactly when it equals
the biased profile on `[0, d]`. -/
theorem solvesFilm_iff_biased {κ d : ℝ} (hκ : 0 < κ) (hd : 0 < d) (A B : ℝ) (u : ℝ → ℝ) :
    SolvesFilm κ d A B u ↔ EqOn u (biasedProfile κ d A B) (Icc 0 d) := by
  have hC : cosh (κ * d / 2) ≠ 0 := (cosh_pos _).ne'
  have hS : sinh (κ * d / 2) ≠ 0 := (sinh_pos_iff.2 (by positivity)).ne'
  have i0 : (0 : ℝ) ∈ Icc 0 d := ⟨le_rfl, hd.le⟩
  have i1 : d ∈ Icc 0 d := ⟨hd.le, le_rfl⟩
  have m0 : ∀ a b, mode κ d a b 0 = a * cosh (κ * d / 2) - b * sinh (κ * d / 2) := by
    intro a b
    unfold mode
    rw [show κ * (0 - d / 2) = -(κ * d / 2) by ring, cosh_neg, sinh_neg]
    ring
  have m1 : ∀ a b, mode κ d a b d = a * cosh (κ * d / 2) + b * sinh (κ * d / 2) := by
    intro a b
    unfold mode
    rw [show κ * (d - d / 2) = κ * d / 2 by ring]
  have hb : biasedProfile κ d A B =
      mode κ d ((A + B) / 2 / cosh (κ * d / 2)) ((B - A) / 2 / sinh (κ * d / 2)) := by
    funext x
    unfold biasedProfile mode
    ring
  rw [hb, SolvesFilm, isScreened_iff hκ.ne' hd]
  constructor
  · rintro ⟨⟨a, b, h⟩, hA, hB⟩
    have h0 := hA.symm.trans ((h i0).trans (m0 a b))
    have h1 := hB.symm.trans ((h i1).trans (m1 a b))
    -- the two face values fix the two amplitudes
    have ha : a = (A + B) / 2 / cosh (κ * d / 2) := by
      rw [eq_div_iff hC]; linear_combination (-1 / 2) * h0 - (1 / 2) * h1
    have hb' : b = (B - A) / 2 / sinh (κ * d / 2) := by
      rw [eq_div_iff hS]; linear_combination (1 / 2) * h0 - (1 / 2) * h1
    rw [← ha, ← hb']
    exact h
  · intro h
    refine ⟨⟨_, _, h⟩, ?_, ?_⟩
    · rw [h i0, m0, div_mul_cancel₀ _ hC, div_mul_cancel₀ _ hS]; ring
    · rw [h i1, m1, div_mul_cancel₀ _ hC, div_mul_cancel₀ _ hS]; ring
```

## (d) Both faces at A

Let κ, d > 0 and A be real. Show that u solves the problem with both faces at A if and only if, on [0, d],

    u(x) = A cosh(κ(x − d/2)) / cosh(κd/2).

Put B = A in (c): the mean is A and the odd term vanishes. Read from right to left, with u the profile itself, the equivalence gives a solution. Read from left to right it says that every solution agrees with that one on the film. For A = 0 every solution vanishes on [0, d].

```lean
/-- Existence and uniqueness: with both faces at `A`, a function solves the film problem
exactly when it equals `A cosh(κ(x - d/2)) / cosh(κ d/2)` on `[0, d]`. -/
theorem solvesFilm_iff {κ d : ℝ} (hκ : 0 < κ) (hd : 0 < d) (A : ℝ) (u : ℝ → ℝ) :
    SolvesFilm κ d A A u ↔ EqOn u (filmProfile κ d A) (Icc 0 d) := by
  have h : biasedProfile κ d A A = filmProfile κ d A := by
    funext x
    unfold biasedProfile filmProfile
    ring
  rw [solvesFilm_iff_biased hκ hd, h]
```

In parts (e) to (g), u is any solution of this symmetric problem, with κ, d > 0.

## (e) The midplane value

Show that u(d/2) = A/cosh(κd/2).

At x = d/2, s = 0 and C = 1. Lean evaluates (d) at this point, which lies in [0, d], and `simp` supplies cosh 0 = 1.

```lean
/-- The potential on the midplane is `A / cosh(κ d/2)`. -/
theorem midpoint_value {κ d A : ℝ} {u : ℝ → ℝ} (hκ : 0 < κ) (hd : 0 < d)
    (hu : SolvesFilm κ d A A u) : u (d / 2) = A / cosh (κ * d / 2) := by
  rw [(solvesFilm_iff hκ hd A u).1 hu (x := d / 2) ⟨by linarith, by linarith⟩]
  simp [filmProfile]
```

## (f) Bounds by the midplane and the faces

Show that |u(d/2)| ≤ |u(x)| ≤ |A| for x in [0, d].

From (d), |u(x)| = |A|C/C₀. In the film |κs| ≤ κd/2, and cosh increases with the magnitude of its argument, so

    1 ≤ C ≤ C₀.

Multiplying by |A|/C₀ gives both inequalities. In Lean the upper bound on C is `hle`, from `cosh_le_cosh`, and the lower one is `one_le_cosh`.

```lean
/-- In the film the magnitude of the potential lies between its midplane and face values. -/
theorem abs_between {κ d A x : ℝ} {u : ℝ → ℝ} (hκ : 0 < κ) (hd : 0 < d)
    (hu : SolvesFilm κ d A A u) (hx : x ∈ Icc 0 d) :
    |u (d / 2)| ≤ |u x| ∧ |u x| ≤ |A| := by
  have hC := cosh_pos (κ * d / 2)
  have hle : cosh (κ * (x - d / 2)) ≤ cosh (κ * d / 2) := by
    rw [cosh_le_cosh, abs_of_pos (show 0 < κ * d / 2 by positivity), abs_le]
    constructor <;> nlinarith [mul_nonneg hκ.le hx.1, mul_nonneg hκ.le (sub_nonneg.2 hx.2)]
  rw [midpoint_value hκ hd hu, (solvesFilm_iff hκ hd A u).1 hu hx, filmProfile, abs_div,
    abs_div, abs_mul, abs_of_pos hC, abs_of_pos (cosh_pos (κ * (x - d / 2)))]
  constructor
  · exact div_le_div_of_nonneg_right
      (le_mul_of_one_le_right (abs_nonneg A) (one_le_cosh _)) hC.le
  · rw [div_le_iff₀ hC]
    exact mul_le_mul_of_nonneg_left hle (abs_nonneg A)
```

## (g) Two decaying tails

Show that for x in [0, d]

    |u(x)| ≤ |A| [e^(−κx) + e^(−κ(d−x))].

Factor e^(κd/2) out of the numerator:

    C = ½[e^(κs) + e^(−κs)] = ½ e^(κd/2) [e^(−κ(d−x)) + e^(−κx)].

The denominator satisfies C₀ = ½[e^(κd/2) + e^(−κd/2)] ≥ ½ e^(κd/2). Dividing gives C/C₀ ≤ e^(−κx) + e^(−κ(d−x)). The sum of half-space tails, though not the solution, bounds it in magnitude.

The factorisation is `e1` and `e2`. Lean multiplies through by C₀, and the two positive products given to `nlinarith` are the terms that involve the discarded e^(−κd/2).

```lean
/-- The potential is bounded by two exponentials decaying inwards from the two faces. -/
theorem abs_le_exp {κ d A x : ℝ} {u : ℝ → ℝ} (hκ : 0 < κ) (hd : 0 < d)
    (hu : SolvesFilm κ d A A u) (hx : x ∈ Icc 0 d) :
    |u x| ≤ |A| * (exp (-(κ * x)) + exp (-(κ * (d - x)))) := by
  have hC := cosh_pos (κ * d / 2)
  have e1 : exp (κ * (x - d / 2)) = exp (-(κ * (d - x))) * exp (κ * d / 2) := by
    rw [← exp_add]; congr 1; ring
  have e2 : exp (-(κ * (x - d / 2))) = exp (-(κ * x)) * exp (κ * d / 2) := by
    rw [← exp_add]; congr 1; ring
  rw [(solvesFilm_iff hκ hd A u).1 hu hx, filmProfile, abs_div, abs_mul, abs_of_pos hC,
    abs_of_pos (cosh_pos (κ * (x - d / 2))), mul_div_assoc |A|]
  apply mul_le_mul_of_nonneg_left _ (abs_nonneg A)
  rw [div_le_iff₀ hC, cosh_eq (κ * (x - d / 2)), cosh_eq (κ * d / 2), e1, e2]
  nlinarith [mul_pos (exp_pos (-(κ * x))) (exp_pos (-(κ * d / 2))),
    mul_pos (exp_pos (-(κ * (d - x)))) (exp_pos (-(κ * d / 2)))]
```

## (h) The thick-film limit

Fix κ > 0 and A. For each d > 0 let u_d solve the problem with both faces at A. Show that u_d(d/2) → 0 as d → ∞.

Part (g) at x = d/2 gives

    |u_d(d/2)| ≤ |A| [e^(−κd/2) + e^(−κd/2)] = 2|A| e^(−κd/2),

and the right side tends to zero.

The family is `u : ℝ → ℝ → ℝ` with the thickness as first argument, so `u d (d / 2)` is u_d(d/2), and `Tendsto` with `atTop` and `𝓝 0` states the limit. The constants κ and A do not vary with d. The limit of the bound is `lim`, `squeeze_zero_norm'` transfers it, and `filter_upwards` restricts to d > 0.

```lean
/-- For films of growing thickness `d` with both faces held at `A`, the midplane potential
tends to zero. -/
theorem midpoint_tendsto_zero {κ A : ℝ} (hκ : 0 < κ) {u : ℝ → ℝ → ℝ}
    (hu : ∀ d, 0 < d → SolvesFilm κ d A A (u d)) :
    Tendsto (fun d => u d (d / 2)) atTop (𝓝 0) := by
  have e : Tendsto (fun d : ℝ => exp (-(κ * (d / 2)))) atTop (𝓝 0) :=
    tendsto_exp_neg_atTop_nhds_zero.comp
      ((tendsto_id.atTop_div_const two_pos).const_mul_atTop hκ)
  have lim := (e.add e).const_mul |A|
  rw [add_zero, mul_zero] at lim
  refine squeeze_zero_norm' ?_ lim
  filter_upwards [eventually_gt_atTop 0] with d hd
  have h := abs_le_exp hκ hd (hu d hd) (x := d / 2) ⟨by linarith, by linarith⟩
  rw [show d - d / 2 = d / 2 by ring] at h
  exact h
```

## (i) The rate of decay

Under the same hypotheses show that u_d(d/2) e^(κd/2) → 2A.

By (e),

    u_d(d/2) e^(κd/2) = 2A e^(κd/2) / [e^(κd/2) + e^(−κd/2)] = 2A / (1 + e^(−κd)),

and e^(−κd) → 0. For A ≠ 0 the ratio of |u_d(d/2)| to the bound in (h) therefore tends to 1.

Here `lim` is the limit of the last expression. The identity for d > 0 is cross-multiplied and closed with `hEF`, which is e^(κd/2) e^(−κd/2) = 1, and `hFF`.

```lean
/-- Rate of decay: the midplane potential times `exp(κ d/2)` tends to `2 A`. -/
theorem midpoint_rate {κ A : ℝ} (hκ : 0 < κ) {u : ℝ → ℝ → ℝ}
    (hu : ∀ d, 0 < d → SolvesFilm κ d A A (u d)) :
    Tendsto (fun d => u d (d / 2) * exp (κ * d / 2)) atTop (𝓝 (2 * A)) := by
  have e : Tendsto (fun d : ℝ => exp (-(κ * d))) atTop (𝓝 0) :=
    tendsto_exp_neg_atTop_nhds_zero.comp (tendsto_id.const_mul_atTop hκ)
  have lim : Tendsto (fun d : ℝ => 2 * A / (1 + exp (-(κ * d)))) atTop
      (𝓝 (2 * A / (1 + 0))) :=
    tendsto_const_nhds.div (tendsto_const_nhds.add e) (by norm_num)
  rw [add_zero, div_one] at lim
  refine lim.congr' ?_
  filter_upwards [eventually_gt_atTop 0] with d hd
  have hEF : exp (κ * d / 2) * exp (-(κ * d / 2)) = 1 := by rw [← exp_add]; simp
  have hFF : exp (-(κ * d)) = exp (-(κ * d / 2)) * exp (-(κ * d / 2)) := by
    rw [← exp_add]; congr 1; ring
  have h1 : 1 + exp (-(κ * d)) ≠ 0 := by positivity
  rw [midpoint_value hκ hd (hu d hd), div_mul_eq_mul_div,
    div_eq_div_iff h1 (cosh_pos _).ne', cosh_eq, hFF]
  linear_combination (-A * exp (-(κ * d / 2))) * hEF

end

end FilmScreening
```

```lean
#print axioms FilmScreening.abs_between
-- 'FilmScreening.abs_between' depends on axioms: [propext, Classical.choice, Quot.sound]
#print axioms FilmScreening.midpoint_tendsto_zero
-- 'FilmScreening.midpoint_tendsto_zero' depends on axioms: [propext, Classical.choice, Quot.sound]
#print axioms FilmScreening.midpoint_rate
-- 'FilmScreening.midpoint_rate' depends on axioms: [propext, Classical.choice, Quot.sound]
```

## A film four screening lengths thick, and a very thin one

The decimals and the series below are ordinary arithmetic on the formulas above and are not statements in the Lean file. Take A = 1 and κd = 4, so that C₀ = cosh 2 ≈ 3.7622.

    midplane:   u = 1/3.7622 ≈ 0.2658,        bound (g) = 2e^(−2) ≈ 0.2707
    x = d/4:    u = cosh 1/cosh 2 ≈ 0.4102,   bound (g) = e^(−1) + e^(−3) ≈ 0.4177

The values 0.2658 ≤ 0.4102 ≤ 1 follow the order in (f). The product in (i) is 2/(1 + e^(−4)) ≈ 1.964, within two per cent of its limit 2.

In the opposite limit κd ≪ 1, cosh(κd/2) ≈ 1 + (κd)²/8, so

    u(d/2) ≈ A [1 − (κd)²/8].

Within the model the film is then almost unscreened. This is a limit of the equation rather than of a real metal film: in an ordinary metal the screening length is of atomic size, so κd ≪ 1 would be thinner than an atomic layer, where the neglected confinement and spill-out cannot be ignored. The bound (g) approaches 2|A| there, and (f) is the sharper one.
